# Partition-function values at two nonzero inverse temperatures b and 2b do not always determine three energy levels

For one particle with three energy levels E_i, the partition function at inverse temperature β is the sum of the Boltzmann factors exp(−βE_i). The theorem `two_temperatures_fail` takes any real b ≠ 0 and two spectra, with Boltzmann factors 1, 5, 6 and 2, 3, 7 at b, and states that their partition functions agree at b and at 2b although their levels, counted with degeneracy, differ. The attempt turns the partition functions into sums of first and second powers of these factors, which are 12 and 62 for both spectra. To tell the levels apart, it uses the factor 1, which gives the first spectrum a level at zero energy, while the second has none because all its factors exceed 1.

The first attempt, which Lean rejects:

```lean
import Mathlib

open Finset

namespace FiniteTemperatureSpectrum

noncomputable section

/-- The partition function of one particle with energies `E i` at inverse temperature `b`. -/
def partitionZ {N : ℕ} (E : Fin N → ℝ) (b : ℝ) : ℝ :=
  ∑ i, Real.exp (-b * E i)

/-- The energy levels, counted with their degeneracies. -/
def levels {N : ℕ} (E : Fin N → ℝ) : Multiset ℝ :=
  (univ : Finset (Fin N)).val.map E

/-- The energies `-log (x i) / b` assigned to prescribed Boltzmann factors `x i` at inverse
temperature `b`. -/
def spectrumOf {N : ℕ} (b : ℝ) (x : Fin N → ℝ) : Fin N → ℝ :=
  fun i => -Real.log (x i) / b

/-- For `b ≠ 0`, the partition function of `spectrumOf b x` at the inverse temperature `k b` is the
`k`-th power sum of the prescribed positive Boltzmann factors. -/
theorem partitionZ_spectrumOf {N : ℕ} {b : ℝ} (hb : b ≠ 0) {x : Fin N → ℝ}
    (hx : ∀ i, 0 < x i) (k : ℕ) : partitionZ (spectrumOf b x) (k * b) = ∑ i, x i ^ k := by
  refine sum_congr rfl fun i _ => ?_
  have e : ∀ l : ℝ, -(k * b) * (-l / b) = k * l := by
    intro l
    field_simp
  rw [spectrumOf, e, Real.exp_nat_mul, Real.exp_log (hx i)]

/-- For `b ≠ 0`, the inverse temperatures `b` and `2b` are not enough to determine three levels: the
spectra with Boltzmann factors `1, 5, 6` and `2, 3, 7` have equal partition functions at `b` and
`2b` but different levels. -/
theorem two_temperatures_fail {b : ℝ} (hb : b ≠ 0) :
    (∀ k : ℕ, 1 ≤ k → k ≤ 2 → partitionZ (spectrumOf b ![1, 5, 6]) (k * b) =
      partitionZ (spectrumOf b ![2, 3, 7]) (k * b)) ∧
    levels (spectrumOf b ![1, 5, 6]) ≠ levels (spectrumOf b ![2, 3, 7]) := by
  have hx : ∀ i, 0 < (![1, 5, 6] : Fin 3 → ℝ) i := by
    intro i
    fin_cases i <;> norm_num
  have hy : ∀ i, 1 < (![2, 3, 7] : Fin 3 → ℝ) i := by
    intro i
    fin_cases i <;> norm_num
  constructor
  · intro k h1 h2
    rw [partitionZ_spectrumOf hb hx, partitionZ_spectrumOf hb fun i => one_pos.trans (hy i)]
    interval_cases k <;> norm_num [Fin.sum_univ_three]
  · intro h
    -- only the first spectrum has a level at zero energy
    have hmem : spectrumOf b ![1, 5, 6] 0 ∈ levels (spectrumOf b ![1, 5, 6]) :=
      Multiset.mem_map_of_mem _ (Finset.mem_val.2 (Finset.mem_univ _))
    rw [h] at hmem
    obtain ⟨j, _, hj⟩ := Multiset.mem_map.1 hmem
    have hl : Real.log ((![2, 3, 7] : Fin 3 → ℝ) j) = Real.log ((![1, 5, 6] : Fin 3 → ℝ) 0) :=
      neg_injective ((div_left_inj' hb).1 hj)
    have h0 : Real.log ((![1, 5, 6] : Fin 3 → ℝ) 0) = 0 := by simp
    exact (Real.log_pos (hy j)).ne' (hl.trans h0)

end

end FiniteTemperatureSpectrum
```

Lean reports:

```
Main.lean:46:2: error: unsolved goals
case left.«1»
b : ℝ
hb : b ≠ 0
hx : ∀ (i : Fin (Nat.succ 2)), 0 < ![1, 5, 6] i
hy : ∀ (i : Fin (Nat.succ 2)), 1 < ![2, 3, 7] i
k : ℕ
h1 : 1 ≤ 1
h2 : 1 ≤ 2
⊢ 6 + ![1, 5, 6] 2 = 5 + ![2, 3, 7] 2

case left.«2»
b : ℝ
hb : b ≠ 0
hx : ∀ (i : Fin (Nat.succ 2)), 0 < ![1, 5, 6] i
hy : ∀ (i : Fin (Nat.succ 2)), 1 < ![2, 3, 7] i
k : ℕ
h1 : 1 ≤ 2
h2 : 2 ≤ 2
⊢ 26 + ![1, 5, 6] 2 ^ 2 = 13 + ![2, 3, 7] 2 ^ 2
Main.lean:52:33: error: Invalid projection: Projections extract constructor fields for one-constructor inductive types. The expression
  mem_val
has type
  (?m.959 ∈ val ?m.960) = (?m.959 ∈ ?m.960)
which has no fields.
```

Diagnosis. The first error leaves two true equations unproved, one for each power. `norm_num` expanded the sums and added up the first two terms, but did not evaluate the vector entries at index 2, such as `![1, 5, 6] 2`, so it could not finish the arithmetic. The repair proves a general formula `hs` for the sum of `k`-th powers of three entries, where `rfl` evaluates the entries by definition. Applying it to both sides leaves an equation between powers of plain numbers, which `norm_num` settles for `k` equal to 1 and 2. The line `clear hs` only drops the helper once it has been used.

The second error concerns `Finset.mem_val.2`. The `.2` would suit an "if and only if" statement, but the message shows that `mem_val` is an equality between two propositions, which has no fields to project. The repair lets `simp` prove the required membership of the index 0 in `univ.val` instead.

The repair, with which the file compiles:

```diff
@@ -46,9 +46,15 @@
   · intro k h1 h2
     rw [partitionZ_spectrumOf hb hx, partitionZ_spectrumOf hb fun i => one_pos.trans (hy i)]
-    interval_cases k <;> norm_num [Fin.sum_univ_three]
+    have hs : ∀ a c d : ℝ, ∑ i, (![a, c, d] : Fin 3 → ℝ) i ^ k = a ^ k + c ^ k + d ^ k := by
+      intro a c d
+      rw [Fin.sum_univ_three]
+      rfl
+    refine (hs 1 5 6).trans (Eq.trans ?_ (hs 2 3 7).symm)
+    clear hs
+    interval_cases k <;> norm_num
   · intro h
     -- only the first spectrum has a level at zero energy
     have hmem : spectrumOf b ![1, 5, 6] 0 ∈ levels (spectrumOf b ![1, 5, 6]) :=
-      Multiset.mem_map_of_mem _ (Finset.mem_val.2 (Finset.mem_univ _))
+      Multiset.mem_map_of_mem _ (by simp)
     rw [h] at hmem
     obtain ⟨j, _, hj⟩ := Multiset.mem_map.1 hmem
```
